# In a real orbital basis, an imaginary Hermitian response density matrix has no density and no Coulomb matrix

Let D be a Hermitian matrix with purely imaginary entries over a finite set of real orbitals, and let the real two-electron integrals (pq,rs) have eightfold permutational symmetry. Then

∑_pq D_pq φ_p φ_q = 0 for all real φ,

∑_rs (pq,rs) D_rs = 0 for all p, q,

and the exchange matrix K_pq = ∑_rs (pr,qs) D_rs is again Hermitian and purely imaginary. In a closed-shell hybrid Kohn-Sham response whose exchange-correlation kernel acts on the density alone, the two-electron response to such a D is therefore −(a/2)K, where a is the fraction of exact exchange.

Matrices of this kind arise as the first-order change of the density matrix of a closed-shell molecule with real orbitals in a uniform static magnetic field. To first order the field couples to the electrons through the orbital angular momentum, whose matrix in a real basis is Hermitian and imaginary. For a functional without exact exchange and with a density-only kernel, the equations for the first-order orbitals then lose their self-consistent coupling through D, which simplifies the calculation of magnetic shieldings in a finite basis.

## Orbitals, integrals and the magnetic density matrix

The orbitals are labelled by a finite type `n`, and the points of an integration grid by a finite type `X`. Neither has a prescribed size, and the general theorems hold even for a single orbital, where the only Hermitian, purely imaginary D is zero.

```lean
import Mathlib

open Matrix

namespace MagneticResponse

noncomputable section

variable {n X : Type*} [Fintype n] [Fintype X]
```

In charge-cloud notation the integral (pq,rs) is the repulsion between the distribution φ_p φ_q of electron 1 and the distribution φ_r φ_s of electron 2:

(pq,rs) = ∫∫ φ_p(1) φ_q(1) (1/r₁₂) φ_r(2) φ_s(2) d1 d2.

For real orbitals the order within each product is immaterial, and so is the numbering of the electrons. Hence

(pq,rs) = (qp,rs) = (pq,sr) = (rs,pq),

and these exchanges generate all eight permutations. The function `g p q r s` stands for (pq,rs). It may be any real array with these symmetries; the integral over space is not constructed, and the Coulomb form of the interaction plays no part.

```lean
/-- Eightfold permutational symmetry of real two-electron integrals `(pq,rs)`, given by its
three generators. -/
structure EightFold (g : n → n → n → n → ℝ) : Prop where
  left : ∀ p q r s, g p q r s = g q p r s
  right : ∀ p q r s, g p q r s = g p q s r
  pair : ∀ p q r s, g p q r s = g r s p q
```

The condition on D is

conj(D_pq) = D_qp and Re D_pq = 0 for all p, q.

The predicate `IsMagnetic` states exactly this. That a magnetic perturbation produces such a matrix is the physical input described above; it is assumed here and not derived from perturbed orbital equations.

```lean
/-- A matrix of magnetic type: Hermitian with purely imaginary entries. -/
def IsMagnetic (D : Matrix n n ℂ) : Prop :=
  D.IsHermitian ∧ ∀ p q, (D p q).re = 0
```

## Density, Coulomb, exchange and hybrid response

At a point in space the real orbitals take certain values φ_p, and the density belonging to D is

ρ_D(φ) = ∑_pq D_pq φ_p φ_q.

In Lean the argument `φ` is an arbitrary list of real numbers, one for each orbital. The density is typed as complex, since nothing in the definition requires D to be Hermitian.

```lean
/-- The density `∑ D_pq φ_p φ_q` at a point where the real orbitals take the values `φ`. -/
def density (D : Matrix n n ℂ) (φ : n → ℝ) : ℂ :=
  ∑ p, ∑ q, D p q * (φ p : ℂ) * (φ q : ℂ)
```

The Coulomb matrix contracts D with the second charge distribution,

J_pq = ∑_rs (pq,rs) D_rs.

```lean
/-- The Coulomb matrix `J_pq = ∑ (pq,rs) D_rs`. -/
def coulomb (g : n → n → n → n → ℝ) (D : Matrix n n ℂ) : Matrix n n ℂ :=
  fun p q => ∑ r, ∑ s, (g p q r s : ℂ) * D r s
```

The exchange matrix places the two indices of D in different charge distributions,

K_pq = ∑_rs (pr,qs) D_rs.

The symmetry (pq,rs) = (pq,sr) therefore exchanges the two indices of D in J, but not in K.

```lean
/-- The exchange matrix `K_pq = ∑ (pr,qs) D_rs`. -/
def exchange (g : n → n → n → n → ℝ) (D : Matrix n n ℂ) : Matrix n n ℂ :=
  fun p q => ∑ r, ∑ s, (g p r q s : ℂ) * D r s
```

For the exchange-correlation part, let χ_p(x) be the value of orbital p at grid point x, and let f(x,y) be a real kernel that includes the quadrature weights. The response matrix is

F_pq = ∑_xy χ_p(x) χ_q(x) f(x,y) ρ_D(y),

where ρ_D(y) is the density of D with the orbital values χ_r(y). The kernel sees D only through its density. Functionals that depend on the current do not have this form. Gradient-corrected functionals are not covered by the definition either, since their response also contains the gradient of ρ_D. But if ρ_D vanishes throughout space, so does its gradient, and their response to D is zero as well.

```lean
/-- The response of a density functional on a grid: the kernel `f`, with quadrature weights
included, acts on the density of `D`; `χ p x` is the value of orbital `p` at point `x`. -/
def xcResponse (χ : n → X → ℝ) (f : X → X → ℝ) (D : Matrix n n ℂ) : Matrix n n ℂ :=
  fun p q => ∑ x, ∑ y, (χ p x * χ q x * f x y : ℂ) * density D (fun r => χ r y)
```

With D the first-order density matrix summed over both spins, the closed-shell hybrid response is

G(D) = J(D) + F(D) − (a/2) K(D).

The definition takes `a` as any real number. It contains the two-electron terms in which D is contracted with field-independent integrals. If London orbitals are used, the field derivatives of the integrals, contracted with the unperturbed density matrix, enter the equations separately and are not part of G(D).

```lean
/-- The closed-shell hybrid Kohn-Sham response `J + F_xc - (a/2) K` with a fraction `a` of
exact exchange. -/
def hybridResponse (g : n → n → n → n → ℝ) (χ : n → X → ℝ) (f : X → X → ℝ) (a : ℝ)
    (D : Matrix n n ℂ) : Matrix n n ℂ :=
  coulomb g D + xcResponse χ f D - ((a / 2 : ℝ) : ℂ) • exchange g D
```

## A symmetric array sees nothing of an antisymmetric matrix

Hermiticity gives D_qp = conj(D_pq), and conjugation reverses the sign of an imaginary number. Therefore

D_qp = −D_pq.

The proof in Lean replaces D_qp by the conjugate of D_pq and then compares real and imaginary parts with `Complex.ext`.

```lean
omit [Fintype n] in
/-- A matrix of magnetic type is antisymmetric. -/
theorem IsMagnetic.swap {D : Matrix n n ℂ} (hD : IsMagnetic D) (p q : n) :
    D q p = -D p q := by
  rw [← hD.1.apply q p]
  apply Complex.ext <;> simp [hD.2 p q]
```

Now let c_rs = c_sr be any symmetric array, and write S = ∑_rs c_rs D_rs. Renaming the summation indices, and then using the symmetry of c and the antisymmetry of D, gives

S = ∑_rs c_sr D_sr = −∑_rs c_rs D_rs = −S,

so 2S = 0 and S = 0. In the proof `Finset.sum_comm` does the renaming by interchanging the two sums, the rewriting with `hD.swap` and `hc` supplies the sign term by term, and `linear_combination` draws the conclusion from S = −S.

```lean
/-- The contraction of a symmetric array with a matrix of magnetic type vanishes. -/
theorem sum_symm_mul_eq_zero {D : Matrix n n ℂ} (hD : IsMagnetic D) (c : n → n → ℂ)
    (hc : ∀ r s, c r s = c s r) : ∑ r, ∑ s, c r s * D r s = 0 := by
  -- relabelling the indices shows that the sum equals its own negative
  have h : ∑ r, ∑ s, c r s * D r s = -∑ r, ∑ s, c r s * D r s := by
    refine Finset.sum_comm.trans ?_
    simp only [← Finset.sum_neg_distrib]
    refine Finset.sum_congr rfl fun r _ => Finset.sum_congr rfl fun s _ => ?_
    rw [hD.swap r s, hc s r]
    ring
  linear_combination (1 / 2 : ℂ) * h
```

## Zero density characterises imaginary matrices

The density is such a contraction, with c_pq = φ_p φ_q. It vanishes for every imaginary Hermitian D.

For Hermitian D the converse holds as well. Suppose that the density vanishes for all real φ. Setting φ_p = 1 for one orbital p and all other values to zero gives

D_pp = 0.

For p ≠ q, setting φ_p = φ_q = 1 and all other values to zero gives

D_pp + D_pq + D_qp + D_qq = 0, hence D_pq + D_qp = 0.

Since D_qp = conj(D_pq), the left-hand side is 2 Re D_pq, and D_pq is imaginary.

The theorem combines both directions into an equivalence. In its first half, `h1` evaluates the double sum when one orbital is switched on in each factor, `hd` is the statement about the diagonal, and `h2` is the equation with two orbitals switched on. Lean adds the two unit vectors, so the case p = q is treated by the same lines, with φ_p = 2. Taking real parts leaves a linear problem for `linarith`. The second half applies the contraction lemma.

The converse is stated for a density that vanishes for all lists of real values. The values that a given set of orbitals takes in space may be a smaller collection, and vanishing on that collection alone does not always make D imaginary. For the three functions e^(−r²), x e^(−r²) and x² e^(−r²), numbered 1, 2, 3, the real symmetric matrix with D₁₃ = D₃₁ = 1, D₂₂ = −2 and all other entries zero has zero density everywhere in space.

```lean
/-- A Hermitian matrix has zero density for all real orbital values exactly when its entries
are purely imaginary. -/
theorem density_eq_zero_iff {D : Matrix n n ℂ} (hD : D.IsHermitian) :
    (∀ φ : n → ℝ, density D φ = 0) ↔ ∀ p q, (D p q).re = 0 := by
  classical
  constructor
  · intro h p q
    have h1 : ∀ a b : n, ∑ i, ∑ j, D i j * ((if i = a then 1 else 0 : ℝ) : ℂ) *
        ((if j = b then 1 else 0 : ℝ) : ℂ) = D a b := by
      intro a b
      rw [Finset.sum_eq_single a, Finset.sum_eq_single b] <;> simp +contextual
    -- one orbital switched on gives the diagonal, two give the off-diagonal real part
    have hd : ∀ a : n, D a a = 0 := fun a =>
      (h1 a a).symm.trans (h fun i => if i = a then 1 else 0)
    have h2 := h fun i => (if i = p then 1 else 0) + (if i = q then 1 else 0)
    simp only [density, Complex.ofReal_add, mul_add, add_mul, Finset.sum_add_distrib, h1,
      hd] at h2
    have h3 := congrArg Complex.re h2
    have h4 := congrArg Complex.re (hD.apply q p)
    simp at h3 h4
    linarith
  · intro h φ
    rw [← sum_symm_mul_eq_zero ⟨hD, h⟩ (fun p q => (φ p : ℂ) * φ q)
      (fun _ _ => mul_comm _ _)]
    refine Finset.sum_congr rfl fun p _ => Finset.sum_congr rfl fun q _ => ?_
    ring
```

## The Coulomb matrix vanishes and exchange keeps the symmetry

For fixed p and q the array c_rs = (pq,rs) is symmetric in r and s, so the contraction lemma gives

J_pq = ∑_rs (pq,rs) D_rs = 0.

For exchange, take the conjugate of K_ji. The integrals are real, and conj(D_rs) = D_sr, so

conj(K_ji) = ∑_rs (jr,is) D_sr.

Exchanging the two charge distributions turns (jr,is) into (is,jr). Renaming r ↔ s then gives

conj(K_ji) = ∑_rs (ir,js) D_rs = K_ij,

which is hermiticity. Finally, each term of K_pq is a real integral times an imaginary number, so

Re K_pq = ∑_rs (pr,qs) Re D_rs = 0.

The theorem states the three results together: zero density for every `φ`, `coulomb g D = 0` as an equation between matrices, and `IsMagnetic (exchange g D)`. Its proof follows the same order. The Coulomb part uses `hg.right`, the symmetry within the second charge distribution. The hermiticity part interchanges the sums first and then applies `hg.pair`, and the last part reads off real parts.

```lean
/-- For a Hermitian, purely imaginary `D` the density vanishes for all real orbital values, the
Coulomb matrix is zero, and the exchange matrix is again Hermitian and purely imaginary. -/
theorem magnetic_density_coulomb_exchange {g : n → n → n → n → ℝ} (hg : EightFold g)
    {D : Matrix n n ℂ} (hD : IsMagnetic D) :
    (∀ φ : n → ℝ, density D φ = 0) ∧ coulomb g D = 0 ∧ IsMagnetic (exchange g D) := by
  refine ⟨(density_eq_zero_iff hD.1).2 hD.2, ?_, ?_, ?_⟩
  · ext p q
    exact sum_symm_mul_eq_zero hD (fun r s => (g p q r s : ℂ))
      (fun r s => by rw [hg.right p q r s])
  · -- hermiticity: exchange the two charge distributions and relabel
    refine Matrix.IsHermitian.ext fun i j => ?_
    simp only [exchange, star_sum, star_mul']
    refine Finset.sum_comm.trans ?_
    refine Finset.sum_congr rfl fun r _ => Finset.sum_congr rfl fun s _ => ?_
    rw [hD.1.apply r s, hg.pair i r j s]
    simp
  · intro p q
    simp [exchange, Complex.re_sum, hD.2]
```

## What remains of the hybrid response

Since ρ_D(y) = 0 at every grid point, each term of F(D) vanishes, whatever the kernel. With J(D) = 0 this leaves

G(D) = −(a/2) K(D).

The theorem holds for every real `a`, every real kernel `f` and every table `χ` of real orbital values; `χ` and the integrals `g` need not come from the same orbitals. For a = 0 the right-hand side is zero. In the proof `hρ` and `hJ` are the density and Coulomb results just obtained, and `hxc` is the vanishing of the exchange-correlation part.

```lean
/-- In the hybrid Kohn-Sham response to a Hermitian, purely imaginary `D`, only the
exact-exchange term remains. -/
theorem hybridResponse_eq_exchange {g : n → n → n → n → ℝ} (hg : EightFold g)
    (χ : n → X → ℝ) (f : X → X → ℝ) (a : ℝ) {D : Matrix n n ℂ} (hD : IsMagnetic D) :
    hybridResponse g χ f a D = -(((a / 2 : ℝ) : ℂ) • exchange g D) := by
  obtain ⟨hρ, hJ, -⟩ := magnetic_density_coulomb_exchange hg hD
  have hxc : xcResponse χ f D = 0 := by
    ext p q
    simp [xcResponse, hρ]
  rw [hybridResponse, hJ, hxc, zero_add, zero_sub]
```

## The Coulomb matrix of a general Hermitian density matrix

A general Hermitian D has a real and an imaginary part. Let R be the matrix with entries R_pq = Re D_pq. Hermiticity makes R symmetric, so D − R is Hermitian, and its entries are imaginary. The Coulomb matrix is linear in D, and therefore

J(D) − J(R) = J(D − R) = 0.

A complex Hermitian density matrix thus has the same Coulomb matrix as its real part. In Lean, R is written with `Matrix.of`, `hM` establishes that the difference is of magnetic type, and the last lines split the sum for J(D − R) into its two parts.

```lean
/-- The Coulomb matrix of any Hermitian `D` is that of its entrywise real part. -/
theorem coulomb_eq_coulomb_re {g : n → n → n → n → ℝ} (hg : EightFold g)
    {D : Matrix n n ℂ} (hD : D.IsHermitian) :
    coulomb g D = coulomb g (Matrix.of fun p q => ((D p q).re : ℂ)) := by
  -- the difference of the two matrices is of magnetic type
  have hM : IsMagnetic (D - Matrix.of fun p q => ((D p q).re : ℂ)) := by
    refine ⟨Matrix.IsHermitian.ext fun i j => ?_, fun p q => by simp⟩
    simp only [Matrix.sub_apply, Matrix.of_apply]
    rw [← hD.apply i j]
    simp
  have h := (magnetic_density_coulomb_exchange hg hM).2.1
  ext p q
  have hpq := congrFun (congrFun h p) q
  simp only [coulomb, Matrix.sub_apply, mul_sub, Finset.sum_sub_distrib,
    Matrix.zero_apply] at hpq
  exact sub_eq_zero.mp hpq
```

## Two orbitals with a nonzero exchange matrix

The exchange term would be of little interest if it always vanished too. A small example shows that the assumptions do not force this. Take two orbitals and

(pq,rs) = δ_pq δ_rs.

These are the integrals that two orthonormal real orbitals would have if the interaction 1/r₁₂ were replaced by the constant 1. They are a model and not the Coulomb integrals of a molecule.

```lean
/-- Model integrals `(pq,rs) = δ_pq δ_rs` for two orbitals. -/
def modelIntegrals (p q r s : Fin 2) : ℝ :=
  (if p = q then 1 else 0) * (if r = s then 1 else 0)
```

For the response density matrix take

D₀₀ = D₁₁ = 0, D₀₁ = −i, D₁₀ = i,

which is Hermitian and imaginary. The indices 0 and 1 are the two elements of `Fin 2`.

```lean
/-- A Hermitian, purely imaginary matrix for two orbitals. -/
def modelD : Matrix (Fin 2) (Fin 2) ℂ := !![0, -Complex.I; Complex.I, 0]
```

The exchange matrix follows at once:

K_pq = ∑_rs δ_pr δ_qs D_rs = D_pq.

So K(D) = D, which is not zero, and the hybrid response in this model is −(a/2)D. The theorem collects the symmetry of the integrals, the magnetic type of D, the equation K(D) = D and the fact that D ≠ 0. The symmetries follow from those of the Kronecker deltas and of multiplication, the matrix statements are checked entry by entry with `fin_cases`, and the entry D₀₁ shows that D is not zero.

```lean
/-- The two-orbital model meets the symmetry conditions, and its exchange matrix equals the
nonzero matrix `modelD`. -/
theorem exchange_witness : EightFold modelIntegrals ∧ IsMagnetic modelD ∧
    exchange modelIntegrals modelD = modelD ∧ modelD ≠ 0 := by
  refine ⟨⟨?_, ?_, ?_⟩, ⟨Matrix.IsHermitian.ext ?_, ?_⟩, ?_, ?_⟩
  · intro p q r s
    simp only [modelIntegrals, eq_comm]
  · intro p q r s
    simp only [modelIntegrals, eq_comm]
  · intro p q r s
    exact mul_comm _ _
  · intro i j
    fin_cases i <;> fin_cases j <;> simp [modelD]
  · intro i j
    fin_cases i <;> fin_cases j <;> simp [modelD]
  · ext i j
    fin_cases i <;> fin_cases j <;>
      simp [exchange, modelIntegrals, modelD, Fin.sum_univ_succ]
  · intro h
    have h01 := congrFun (congrFun h 0) 1
    simp [modelD] at h01

end

end MagneticResponse
```

```lean
#print axioms MagneticResponse.magnetic_density_coulomb_exchange
#print axioms MagneticResponse.hybridResponse_eq_exchange
#print axioms MagneticResponse.coulomb_eq_coulomb_re
```

```
'MagneticResponse.magnetic_density_coulomb_exchange' depends on axioms: [propext, Classical.choice, Quot.sound]
'MagneticResponse.hybridResponse_eq_exchange' depends on axioms: [propext, Classical.choice, Quot.sound]
'MagneticResponse.coulomb_eq_coulomb_re' depends on axioms: [propext, Classical.choice, Quot.sound]
```
